# In a linearly independent basis, every secular root of a symmetric operator bounded below by c is real and at least c

Consider an electron in the field of two nuclei, described by a combination of atomic orbitals centred on each of them. Orbitals on different centres overlap, so the basis is not orthogonal, and the approximate energies E come from the generalised secular equation

det(H − E S) = 0,

where H is the matrix of the Hamiltonian and S is the matrix of overlaps. With an orthonormal basis S would be the identity, and the roots would be the eigenvalues of a Hermitian matrix. With overlapping orbitals the roots are the eigenvalues of S⁻¹H, which is in general not Hermitian. Two questions follow. Are the roots still real? And can one of them fall below the lowest energy that the Hamiltonian allows?

For a linearly independent basis, a symmetric operator T and a lower bound ⟨x, Tx⟩ ≥ c‖x‖², the roots are real and none lies below c. The argument turns a root of the determinant into a state in the span of the basis, and then computes the energy of that state.

## States, operator and basis

The states form a complex inner-product space V of any dimension. The basis functions are f_i, with i running over a finite index set n. The inner product ⟨x, y⟩ is linear in y and conjugate-linear in x, as in Dirac notation.

V is not required to be complete. The operator T, however, is a linear map from all of V into V. An unbounded Hamiltonian therefore fits when V is a space of functions that the Hamiltonian maps into itself, such as the Schwartz functions for the harmonic oscillator. The Coulomb Hamiltonian of the opening example, written Ĥ here to distinguish the operator from its matrix H, does not map a space containing the atomic orbitals into itself in this way. There one takes V to be the span of the orbitals and defines T x as the orthogonal projection of Ĥx onto V. For x and y in V this gives ⟨x, Ty⟩ = ⟨x, Ĥy⟩, so T has the same matrix elements as Ĥ and inherits its symmetry and its lower bound, and the theorems apply to T.

```lean
import Mathlib

open Matrix

namespace GeneralisedSecularEquation

noncomputable section

variable {V : Type*} [NormedAddCommGroup V] [InnerProductSpace ℂ V]
variable {n : Type*} [Fintype n]
```

The matrix elements of the Hamiltonian are

H_ij = ⟨f_i, T f_j⟩.

The row index belongs to the bra and the column index to the ket. The definition requires neither symmetry of T nor independence of the f_i; these enter later as hypotheses, where they are used.

```lean
/-- The Hamiltonian matrix `H_ij = ⟨f_i, T f_j⟩` in the basis `f`. -/
def hamiltonianMatrix (T : V →ₗ[ℂ] V) (f : n → V) : Matrix n n ℂ :=
  Matrix.of fun i j => inner ℂ (f i) (T (f j))
```

The overlaps are

S_ij = ⟨f_i, f_j⟩.

The basis functions need not be normalised, so the diagonal elements S_ii = ‖f_i‖² may differ from 1.

```lean
/-- The overlap matrix `S_ij = ⟨f_i, f_j⟩` of the basis `f`. -/
def overlapMatrix (f : n → V) : Matrix n n ℂ :=
  Matrix.of fun i j => inner ℂ (f i) (f j)
```

A column v of complex coefficients v_j determines the trial state

ψ = Σ_j v_j f_j.

```lean
/-- The trial state `∑ v_j f_j` with expansion coefficients `v`. -/
def trialState (f : n → V) (v : n → ℂ) : V := ∑ j, v j • f j
```

For a trial energy E, the vector Tψ − Eψ is the residual: it measures by how much ψ fails to satisfy the eigenvalue equation. When T is the Hamiltonian itself, a finite basis can seldom make it vanish. The Ritz condition asks only that the residual have no component within the span of the basis (for the projected T described above, whose residual lies in the span, this already makes it vanish):

⟨φ, Tψ − Eψ⟩ = 0 for every φ in the span.

A Ritz pair consists of a number E and a nonzero ψ in the span that satisfy this condition. In `IsRitzPair` the energy E is a complex number, so its reality is not built into the definition, and ψ is nonzero but not normalised.

```lean
/-- A Ritz pair: a nonzero state `ψ` in the span of the basis whose residual `T ψ - E ψ` is
orthogonal to that span. -/
def IsRitzPair (T : V →ₗ[ℂ] V) (f : n → V) (E : ℂ) (ψ : V) : Prop :=
  ψ ∈ Submodule.span ℂ (Set.range f) ∧ ψ ≠ 0 ∧
    ∀ φ ∈ Submodule.span ℂ (Set.range f), inner ℂ φ (T ψ - E • ψ) = 0
```

## The secular matrix as a table of residual overlaps

Take ψ = Σ_j v_j f_j and project its residual on one basis function. Linearity of T and of the inner product in its second argument gives

⟨f_i, Tψ − Eψ⟩ = Σ_j v_j ⟨f_i, T f_j⟩ − E Σ_j v_j ⟨f_i, f_j⟩

= Σ_j (H_ij − E S_ij) v_j

= ((H − E S) v)_i.

The equation (H − E S)v = 0 thus says that the residual is orthogonal to each basis function. In the proof, `simp only` expands both sides into sums over j, `Finset.sum_sub_distrib` combines the two sums on the left into one, and `ring` compares the terms for each j.

```lean
/-- The overlap of a basis function with the residual of a trial state is the corresponding
component of `(H - E S) v`. -/
theorem inner_residual (T : V →ₗ[ℂ] V) (f : n → V) (E : ℂ) (v : n → ℂ) (i : n) :
    inner ℂ (f i) (T (trialState f v) - E • trialState f v) =
      ((hamiltonianMatrix T f - E • overlapMatrix f) *ᵥ v) i := by
  simp only [trialState, map_sum, map_smul, inner_sub_right, inner_smul_right, inner_sum,
    Matrix.mulVec, dotProduct, Matrix.sub_apply, Matrix.smul_apply, smul_eq_mul,
    hamiltonianMatrix, overlapMatrix, Matrix.of_apply, Finset.mul_sum]
  rw [← Finset.sum_sub_distrib]
  refine Finset.sum_congr rfl fun j _ => ?_
  ring
```

## From a root of the determinant to a state

A square matrix has determinant zero exactly when it annihilates some nonzero column. This is `Matrix.exists_mulVec_eq_zero_iff`, and it replaces the secular equation by the existence of v ≠ 0 with (H − E S)v = 0.

Suppose such a v is given, and let ψ = Σ_j v_j f_j. Then ψ lies in the span. It is nonzero, because linear independence means that only zero coefficients produce the zero state. Its residual r = Tψ − Eψ is orthogonal to every f_i by the previous step, and for a general φ = Σ_i a_i f_i

⟨φ, r⟩ = Σ_i a_i* ⟨f_i, r⟩ = 0,

where the star denotes complex conjugation. So (E, ψ) is a Ritz pair.

Conversely, let (E, ψ) be a Ritz pair. Since ψ lies in the span, it can be written as Σ_j v_j f_j, and v ≠ 0 because ψ ≠ 0. Each f_i is itself in the span, so the Ritz condition with φ = f_i gives ((H − E S)v)_i = 0 for every i. The determinant therefore vanishes.

Independence is used only in the first direction. If the basis were dependent, some v ≠ 0 would give Σ_j v_j f_j = 0, hence Hv = 0 and Sv = 0, and the determinant would vanish for every complex E. Its roots would then carry no information about energies.

The Lean proof treats the two directions in the same order. The passage from the basis functions to the whole span is an induction on how φ is built: from basis functions, zero, sums and scalar multiples.

```lean
/-- For a linearly independent basis, `E` solves the secular equation exactly when it is the
energy of a Ritz pair. -/
theorem secular_iff_ritzPair [DecidableEq n] (T : V →ₗ[ℂ] V) {f : n → V}
    (hf : LinearIndependent ℂ f) (E : ℂ) :
    (hamiltonianMatrix T f - E • overlapMatrix f).det = 0 ↔ ∃ ψ, IsRitzPair T f E ψ := by
  rw [← Matrix.exists_mulVec_eq_zero_iff]
  constructor
  · rintro ⟨v, hv, h⟩
    refine ⟨trialState f v, ?_, ?_, ?_⟩
    · exact Submodule.sum_mem _ fun j _ =>
        Submodule.smul_mem _ _ (Submodule.subset_span ⟨j, rfl⟩)
    · -- independence: nonzero coefficients give a nonzero state
      intro h0
      exact hv (funext (Fintype.linearIndependent_iff.mp hf v h0))
    · -- orthogonality to each basis function extends to the span
      intro φ hφ
      induction hφ using Submodule.span_induction with
      | mem x hx =>
        obtain ⟨i, rfl⟩ := hx
        rw [inner_residual, h]
        rfl
      | zero => exact inner_zero_left _
      | add x y _ _ hx hy => rw [inner_add_left, hx, hy, add_zero]
      | smul a x _ hx => rw [inner_smul_left, hx, mul_zero]
  · rintro ⟨ψ, hψ, h0, h⟩
    obtain ⟨v, hv⟩ := (Submodule.mem_span_range_iff_exists_fun ℂ).mp hψ
    have hv' : trialState f v = ψ := hv
    subst hv'
    refine ⟨v, ?_, ?_⟩
    · intro hz
      exact h0 (by simp [trialState, hz])
    · funext i
      exact (inner_residual T f E v i).symm.trans (h _ (Submodule.subset_span ⟨i, rfl⟩))
```

## The root is the mean energy of its state

The state ψ of a Ritz pair lies in the span, so it may itself serve as the test vector φ:

0 = ⟨ψ, Tψ − Eψ⟩ = ⟨ψ, Tψ⟩ − E‖ψ‖².

Hence

⟨ψ, Tψ⟩ = E‖ψ‖².

For a normalised state this reads E = ⟨ψ, Tψ⟩, the expectation value of the energy. The relation needs no symmetry of T. The theorem `ritz_energy` states it in the unnormalised form, which avoids a division.

```lean
omit [Fintype n] in
/-- The energy of a Ritz pair satisfies `⟨ψ, T ψ⟩ = E ‖ψ‖²`. -/
theorem ritz_energy {T : V →ₗ[ℂ] V} {f : n → V} {E : ℂ} {ψ : V}
    (h : IsRitzPair T f E ψ) : inner ℂ ψ (T ψ) = E * ((‖ψ‖ ^ 2 : ℝ) : ℂ) := by
  have hn : inner ℂ ψ ψ = ((‖ψ‖ ^ 2 : ℝ) : ℂ) := by
    simp [inner_self_eq_norm_sq_to_K]
  have h1 := h.2.2 ψ h.1
  rw [inner_sub_right, inner_smul_right, hn] at h1
  exact sub_eq_zero.mp h1
```

## Symmetry makes the root real

In Lean, `T.IsSymmetric` means ⟨Tx, y⟩ = ⟨x, Ty⟩ for all x and y in V. Together with the conjugation rule for inner products it gives

⟨ψ, Tψ⟩* = ⟨Tψ, ψ⟩ = ⟨ψ, Tψ⟩,

so the expectation value is real. Taking the imaginary part of the energy relation then yields

0 = Im⟨ψ, Tψ⟩ = (Im E)‖ψ‖².

As ψ ≠ 0, the factor ‖ψ‖² is positive and Im E = 0. The proof follows this line: `hc` is first the conjugation rule and, after rewriting with `hT`, the statement that the expectation value equals its own conjugate. The last step removes the nonzero factor from the product.

```lean
omit [Fintype n] in
/-- The energy of a Ritz pair of a symmetric operator is real. -/
theorem ritz_energy_real {T : V →ₗ[ℂ] V} (hT : T.IsSymmetric) {f : n → V} {E : ℂ} {ψ : V}
    (h : IsRitzPair T f E ψ) : E.im = 0 := by
  have hpos : 0 < ‖ψ‖ ^ 2 := pow_pos (norm_pos_iff.mpr h.2.1) 2
  -- the expectation value equals its own complex conjugate
  have hc := inner_conj_symm (𝕜 := ℂ) ψ (T ψ)
  rw [hT ψ ψ] at hc
  have him := Complex.conj_eq_iff_im.mp hc
  rw [ritz_energy h, Complex.im_mul_ofReal] at him
  exact (mul_eq_zero.mp him).resolve_right hpos.ne'
```

## The lower bound on T is a lower bound on every root

The remaining hypothesis is

c‖x‖² ≤ Re⟨x, Tx⟩ for every x in V.

The real part is written because Lean's inner product takes complex values; for a symmetric T nothing is lost by it. Physically, the constant c expresses stability: no normalised state has a mean energy below c. It may be the ground-state energy or any cruder lower estimate. Its existence is assumed here, and for a particular Hamiltonian it has to be established separately.

Let E be a complex root of the secular equation, and let ψ be the state that belongs to it. Then

c‖ψ‖² ≤ Re⟨ψ, Tψ⟩ = (Re E)‖ψ‖²,

and division by ‖ψ‖² > 0 gives c ≤ Re E.

The theorem `secular_root_real_and_bounded` takes the symmetry `hT`, the lower bound `hc`, the independence `hf` and the secular equation `hE`, and concludes `E.im = 0 ∧ c ≤ E.re`. The root is allowed to be complex from the start, and the two parts of the conclusion together say that it is a real number no smaller than c. The proof obtains ψ from the equivalence with Ritz pairs, uses the previous theorem for the imaginary part, and cancels the squared norm for the real part.

```lean
/-- If a symmetric operator satisfies `⟨x, T x⟩ ≥ c ‖x‖²`, then every complex root of the secular
equation `det (H - E S) = 0` in a linearly independent basis is real and at least `c`. -/
theorem secular_root_real_and_bounded [DecidableEq n] {T : V →ₗ[ℂ] V} (hT : T.IsSymmetric)
    {c : ℝ} (hc : ∀ x, c * ‖x‖ ^ 2 ≤ (inner ℂ x (T x)).re)
    {f : n → V} (hf : LinearIndependent ℂ f) {E : ℂ}
    (hE : (hamiltonianMatrix T f - E • overlapMatrix f).det = 0) :
    E.im = 0 ∧ c ≤ E.re := by
  obtain ⟨ψ, h⟩ := (secular_iff_ritzPair T hf E).mp hE
  refine ⟨ritz_energy_real hT h, ?_⟩
  have hpos : 0 < ‖ψ‖ ^ 2 := pow_pos (norm_pos_iff.mpr h.2.1) 2
  -- compare the lower bound with the Ritz energy, then cancel the squared norm
  have hb := hc ψ
  rw [ritz_energy h, Complex.re_mul_ofReal] at hb
  exact le_of_mul_le_mul_right hb hpos
```

In electronic-structure calculations that diagonalise one fixed linear Hamiltonian, symmetric and bounded below, in a finite, linearly independent basis with exact matrix elements, a root below the ground-state energy of that Hamiltonian is therefore impossible. If such a root appears, the matrix elements, the arithmetic or the independence of the basis deserves inspection.

The Rayleigh–Ritz method is also known for a finer comparison, in which the k-th root is no lower than the k-th eigenvalue of the Hamiltonian, both counted upwards with multiplicity, as long as that eigenvalue lies below any continuous spectrum. It is usually proved by a min-max argument, which is not given here. The bound obtained here gives the same floor c to all roots, excited ones included.

## One basis function

With a single basis function f, independence means f ≠ 0, and both matrices are numbers. The secular equation becomes

⟨f, Tf⟩ − E‖f‖² = 0,

with the single root

E = ⟨f, Tf⟩ / ‖f‖².

This is the Rayleigh quotient of f, and the theorem reduces to the elementary variational estimate that the mean energy of a trial function is at least c. With no basis functions at all, the determinant of the empty matrix is 1, there are no roots, and the theorem holds with nothing to check.

## Ritz states with different energies are orthogonal

Let (E, ψ) and (E′, φ) be Ritz pairs of a symmetric T in the same basis with E ≠ E′. Test the residual of each against the other state:

⟨φ, Tψ⟩ = E⟨φ, ψ⟩,

⟨ψ, Tφ⟩ = E′⟨ψ, φ⟩.

Conjugate the second relation. Since E′ is real, it becomes ⟨Tφ, ψ⟩ = E′⟨φ, ψ⟩, and by symmetry the left side equals ⟨φ, Tψ⟩. Subtracting this from the first relation gives

(E − E′)⟨φ, ψ⟩ = 0,

so ⟨φ, ψ⟩ = 0. The states are orthogonal in V. If v and w are the coefficient columns of ψ and φ, this means Σ_ij w_i* S_ij v_j = 0, with the overlap matrix in between; the columns themselves need not be orthogonal.

In the Lean proof `h1` and `h2` are the two tested residuals, `h3` is the conjugated second relation after symmetry has been applied, and `h4` is the product that vanishes.

```lean
omit [Fintype n] in
/-- Ritz states of a symmetric operator in the same basis with different energies are orthogonal. -/
theorem ritz_states_orthogonal {T : V →ₗ[ℂ] V} (hT : T.IsSymmetric) {f : n → V}
    {E E' : ℂ} {ψ φ : V} (h : IsRitzPair T f E ψ) (h' : IsRitzPair T f E' φ)
    (hne : E ≠ E') : inner ℂ φ ψ = 0 := by
  have h1 := h.2.2 φ h'.1
  have h2 := h'.2.2 ψ h.1
  rw [inner_sub_right, inner_smul_right, sub_eq_zero] at h1 h2
  -- conjugate the second relation, using that its energy is real
  have h3 := congrArg (starRingEnd ℂ) h2
  rw [map_mul, inner_conj_symm, inner_conj_symm,
    Complex.conj_eq_iff_im.mpr (ritz_energy_real hT h'), hT φ ψ] at h3
  have h4 : (E - E') * inner ℂ φ ψ = 0 := by
    rw [sub_mul, ← h1, ← h3, sub_self]
  exact (mul_eq_zero.mp h4).resolve_left (sub_ne_zero.mpr hne)
```

## The bound is reached when the span contains an eigenstate at c

Suppose that the span contains a nonzero ψ with Tψ = cψ, where c is the same constant as in the lower bound. When T is the Hamiltonian itself, c is then the exact ground-state energy and the basis is able to represent a ground state. For the projected T of the opening example the same conclusion holds if c is a lower bound for the Hamiltonian Ĥ itself, and not only for T on the span. The residual at E = c is

Tψ − cψ = 0,

which is orthogonal to everything, so (c, ψ) is a Ritz pair and c is a root of the secular equation. By the bound, no root is smaller.

The theorem `lowest_root_exact` expresses this with `IsLeast`: c belongs to the set of real roots and is a lower bound for that set. Restricting the set to real numbers E leaves out no root, since all complex roots have been shown to be real. The two parts of the proof are these two properties, the first from the equivalence with Ritz pairs and the second from the main theorem. The presence of the eigenstate in the span is a hypothesis; the theorem gives no estimate of how far the lowest root lies above c when the basis represents the ground state only approximately.

```lean
/-- Let `T` be symmetric with `⟨x, T x⟩ ≥ c ‖x‖²` for all `x`, and let the basis be linearly
independent. If the span of the basis contains a nonzero `ψ` with `T ψ = c ψ`, then `c` is the least
real root of the secular equation. -/
theorem lowest_root_exact [DecidableEq n] {T : V →ₗ[ℂ] V} (hT : T.IsSymmetric)
    {c : ℝ} (hc : ∀ x, c * ‖x‖ ^ 2 ≤ (inner ℂ x (T x)).re)
    {f : n → V} (hf : LinearIndependent ℂ f) {ψ : V}
    (hψ : ψ ∈ Submodule.span ℂ (Set.range f)) (h0 : ψ ≠ 0) (heig : T ψ = (c : ℂ) • ψ) :
    IsLeast {E : ℝ | (hamiltonianMatrix T f - (E : ℂ) • overlapMatrix f).det = 0} c := by
  constructor
  · -- an exact eigenstate has zero residual
    refine (secular_iff_ritzPair T hf (c : ℂ)).mpr ⟨ψ, hψ, h0, fun φ _ => ?_⟩
    rw [heig, sub_self, inner_zero_right]
  · intro E hE
    have hb := (secular_root_real_and_bounded hT hc hf hE).2
    rwa [Complex.ofReal_re] at hb

end

end GeneralisedSecularEquation
```

```lean
#print axioms GeneralisedSecularEquation.secular_root_real_and_bounded
-- 'GeneralisedSecularEquation.secular_root_real_and_bounded' depends on axioms: [propext, Classical.choice, Quot.sound]
#print axioms GeneralisedSecularEquation.ritz_states_orthogonal
-- 'GeneralisedSecularEquation.ritz_states_orthogonal' depends on axioms: [propext, Classical.choice, Quot.sound]
#print axioms GeneralisedSecularEquation.lowest_root_exact
-- 'GeneralisedSecularEquation.lowest_root_exact' depends on axioms: [propext, Classical.choice, Quot.sound]
```
